# Superexchange in a two-hole Cu–O–Cu bridge: the singlet–triplet splitting at order \(t^4\)

## One doubly occupied state is enough

Two holes sit on two copper ions with an oxygen ion between them. The holes can hop between copper and oxygen, and their spins form a triplet or a singlet. Which has the lower energy, and by how much?

Take one orbital per ion and measure energies from the state with one hole on each copper. Moving a hole to oxygen costs \(\Delta\). By symmetry, one combination of such states couples to the reference state, with strength \(\sqrt2\,t\), where \(t\) is the hopping amplitude. To second order this lowers the energy by \(2t^2/\Delta\), for either spin state.

The Pauli principle forbids two parallel spins in one orbital, but a singlet can put both holes on one copper, at cost \(U_d\). There is one such state for each copper. Keep only their symmetric combination, which couples to the oxygen state with strength \(\sqrt2\,t\). For a level near zero energy, eliminating it replaces \(\Delta\) by about \(\Delta-2t^2/U_d\). Apart from a \(t^4\) shift common to both spin states, the singlet gains

\[
\frac{2t^2}{\Delta-2t^2/U_d}\approx\frac{2t^2}{\Delta}+\frac{4t^4}{\Delta^2U_d}.
\]

The second term favours the singlet. Two holes on oxygen, at cost \(W=2\Delta+U_p\) with \(U_p\) the oxygen repulsion, add a second such path. The three-state case is the limit \(U_p\to\infty\).

## Eliminating the high-energy amplitudes

Write a negative singlet level as \(E=-x\), with amplitudes \(v_0,\dots,v_3\) for one hole on each copper, one on oxygen, two on a copper, and two on oxygen. The eigenvalue equations are

\[
\begin{aligned}
\sqrt2\,t\,v_1&=-xv_0,\\
\sqrt2\,t\,v_0+\Delta v_1+\sqrt2\,t\,v_2+2t\,v_3&=-xv_1,\\
\sqrt2\,t\,v_1+U_dv_2&=-xv_2,\\
2t\,v_1+Wv_3&=-xv_3.
\end{aligned}
\]

If \(v_1=0\), all amplitudes vanish, so \(v_1\ne0\). Solve the first, third and fourth equations for \(v_0,v_2,v_3\), insert them in the second, and multiply by \(x/v_1\):

\[
x(x+\Delta)=2t^2+t^2x\,r(x),\qquad r(x)=\frac{2}{x+U_d}+\frac{4}{x+W}.
\]

A triplet level \(-y<0\) has only the first two amplitudes, and the same elimination gives \(y(y+\Delta)=2t^2\).

Since \(0\le x\,r(x)\le6\), every solution obeys \(x\le8t^2/\Delta\). The function \(x(x+\Delta)-t^2x\,r(x)\) is zero at \(x=0\) and at least \(2t^2\) at \(x=8t^2/\Delta\), so for \(t\ne0\) a positive solution exists. The triplet equation, with \(r\) replaced by zero, works the same way. Both ground energies are therefore negative and vanish with \(t\).

Now let \(E_s=-x\) and \(E_t=-y\) be the lowest levels. Subtracting the two equations gives

\[
(x-y)(x+y+\Delta)=t^2x\,r(x).
\]

The singlet equation also gives \(x=t^2(2+x\,r(x))/(x+\Delta)\). Hence

\[
E_t-E_s=x-y=t^4K(x,y),\qquad
K(x,y)=\frac{(2+x\,r(x))\,r(x)}{(x+\Delta)(x+y+\Delta)}.
\]

This is exact and positive. As \(t\to0\), both \(x\) and \(y\) tend to zero, and

\[
\frac{E_t-E_s}{t^4}\to K(0,0)=\frac{2r(0)}{\Delta^2}
=\frac4{\Delta^2}\left(\frac1{U_d}+\frac2{2\Delta+U_p}\right).
\]

## Numbers at \(t=0.1\)

Let \(\Delta=1\), \(U_d=2\), \(U_p=0\). The limiting constant is \(4(1/2+1)=6\). At \(t=0.1\) the triplet equation \(y^2+y=0.02\) gives \(y\approx0.019615\). The singlet equation

\[
x^2+x=0.02+\frac{0.06\,x}{x+2}
\]

gives \(x\approx0.020192\) by iteration from \(x=y\). The splitting is about \(0.000577\), or \(5.77\,t^4\), some 4% below the limiting value.

## What the Lean theorems state

`triplet Δ t` and `singlet Δ Ud Up t` are the explicit real matrices, with states numbered from 0 as above. `levels H` is the set of real eigenvalues, and `groundEnergy H` is its infimum. `triplet_ground` and `singlet_ground` show that this infimum is an attained lowest level when \(t\ne0\).

`superexchange_limit` states the limit for fixed parameters; `𝓝[≠] 0` means that \(t\) approaches zero from either side without equalling it. The hypotheses `hΔ`, `hU` and `hW` say that \(\Delta\), \(U_d\) and \(2\Delta+U_p\) are positive: each charge excitation costs energy. Every \(U_p\ge0\) is included. `splitting_exact` is the formula at finite \(t\), and `singlet_lt_triplet` gives the ordering at every \(t\ne0\).

The function \(K\) is called `kernel`, and its arguments are called binding energies, here meaning \(-E\) relative to one hole on each copper.

The step left to physics is the reduction of the bridge to these two symmetry sectors. The matrices also leave out copper–oxygen repulsion and further orbitals. For this isolated bond, the splitting is the exchange constant \(J\) of an effective spin model \(J\,\mathbf S_1\cdot\mathbf S_2\).

## The complete file

```lean
import Mathlib

open Matrix Filter Topology

namespace CuprateSuperexchange

noncomputable section

/-- The energy levels of a real Hamiltonian matrix: the numbers `E` with `H v = E v` for some
nonzero state `v`. -/
def levels {n : Type*} [Fintype n] (H : Matrix n n ℝ) : Set ℝ :=
  {E | ∃ v : n → ℝ, v ≠ 0 ∧ H *ᵥ v = E • v}

/-- The ground energy: the infimum of the energy levels. -/
def groundEnergy {n : Type*} [Fintype n] (H : Matrix n n ℝ) : ℝ := sInf (levels H)

/-- Two holes on Cu-O-Cu in the triplet channel: one hole on each copper (energy 0), coupled to
the state with one hole on oxygen (energy `Δ`). -/
def triplet (Δ t : ℝ) : Matrix (Fin 2) (Fin 2) ℝ :=
  !![0, √2 * t; √2 * t, Δ]

/-- Two holes on Cu-O-Cu in the singlet channel: one hole on each copper, one hole on oxygen,
two holes on one copper (`Ud`), two holes on oxygen (`2Δ + Up`). -/
def singlet (Δ Ud Up t : ℝ) : Matrix (Fin 4) (Fin 4) ℝ :=
  !![0, √2 * t, 0, 0;
     √2 * t, Δ, √2 * t, 2 * t;
     0, √2 * t, Ud, 0;
     0, 2 * t, 0, 2 * Δ + Up]

/-- The energy-dependent exchange kernel, a function of the singlet binding energy `x` and the
triplet binding energy `y`; the formula is meaningful where `x + Ud`, `x + 2Δ + Up`, `x + Δ` and
`x + y + Δ` are nonzero. -/
def kernel (Δ Ud Up x y : ℝ) : ℝ :=
  (2 + (2 * x / (x + Ud) + 4 * x / (x + (2 * Δ + Up)))) *
    (2 / (x + Ud) + 4 / (x + (2 * Δ + Up))) / ((x + Δ) * (x + y + Δ))

/-- The energy levels of a finite real matrix form a closed set. -/
theorem isClosed_levels {n : Type*} [Fintype n] [DecidableEq n] (H : Matrix n n ℝ) :
    IsClosed (levels H) := by
  -- the levels are the zeros of the secular determinant
  have h : levels H = (fun E : ℝ => (H - E • (1 : Matrix n n ℝ)).det) ⁻¹' {0} := by
    ext E
    rw [Set.mem_preimage, Set.mem_singleton_iff, ← Matrix.exists_mulVec_eq_zero_iff]
    simp [levels, Matrix.sub_mulVec, Matrix.smul_mulVec, sub_eq_zero]
  rw [h]
  exact isClosed_singleton.preimage
    (continuous_const.sub (continuous_id.smul continuous_const)).matrix_det

/-- Suppose the negative levels `-x` of `H` are the solutions of `x (x + Δ) = 2t² + t² q(x)`, with
`q` continuous and between 0 and 6 for `x ≥ 0`, `Δ > 0` and `t ≠ 0`. Then `H` has a lowest level,
which is negative and at least `-8t²/Δ`. -/
theorem ground_of_secular {n : Type*} [Fintype n] [DecidableEq n] (H : Matrix n n ℝ)
    {Δ t : ℝ} (hΔ : 0 < Δ) (ht : t ≠ 0) (q : ℝ → ℝ) (hq : ContinuousOn q (Set.Ici 0))
    (h0 : ∀ x, 0 ≤ x → 0 ≤ q x) (h6 : ∀ x, 0 ≤ x → q x ≤ 6)
    (hs : ∀ x, 0 < x → (-x ∈ levels H ↔ x * (x + Δ) = 2 * t ^ 2 + t ^ 2 * q x)) :
    IsLeast (levels H) (groundEnergy H) ∧ groundEnergy H < 0 ∧
      -(8 * t ^ 2 / Δ) ≤ groundEnergy H := by
  have ht2 : 0 < t ^ 2 := by positivity
  have hb : 0 ≤ 8 * t ^ 2 / Δ := by positivity
  have hbd : ∀ E ∈ levels H, -(8 * t ^ 2 / Δ) ≤ E := by
    intro E hE
    rcases le_or_gt 0 E with h | h
    · linarith
    have e := (hs (-E) (by linarith)).1 (by simpa using hE)
    have h7 := mul_le_mul_of_nonneg_left (h6 (-E) (by linarith)) ht2.le
    have : -E ≤ 8 * t ^ 2 / Δ := by
      rw [le_div_iff₀ hΔ]
      nlinarith [sq_nonneg E]
    linarith
  -- a negative level exists by the intermediate value theorem
  have hc : ContinuousOn (fun x => x * (x + Δ) - t ^ 2 * q x) (Set.Icc 0 (8 * t ^ 2 / Δ)) :=
    (by fun_prop : Continuous fun x : ℝ => x * (x + Δ)).continuousOn.sub
      (continuousOn_const.mul (hq.mono fun y hy => hy.1))
  have h1 : 0 * (0 + Δ) - t ^ 2 * q 0 ≤ 2 * t ^ 2 := by
    linarith [mul_nonneg ht2.le (h0 0 le_rfl)]
  have h2 : 2 * t ^ 2 ≤ 8 * t ^ 2 / Δ * (8 * t ^ 2 / Δ + Δ) - t ^ 2 * q (8 * t ^ 2 / Δ) := by
    have e : 8 * t ^ 2 / Δ * Δ = 8 * t ^ 2 := div_mul_cancel₀ _ hΔ.ne'
    have h7 := mul_le_mul_of_nonneg_left (h6 _ hb) ht2.le
    rw [mul_add, e]
    linarith [mul_nonneg hb hb]
  obtain ⟨x, hx, hgx⟩ := intermediate_value_Icc hb hc ⟨h1, h2⟩
  have hg : x * (x + Δ) - t ^ 2 * q x = 2 * t ^ 2 := hgx
  have hxp : 0 < x := by
    refine lt_of_le_of_ne hx.1 fun h => ?_
    rw [← h] at hg
    linarith [mul_nonneg ht2.le (h0 0 le_rfl)]
  have hm : -x ∈ levels H := (hs x hxp).2 (by linarith)
  have hB : BddBelow (levels H) := ⟨_, fun E hE => hbd E hE⟩
  have hmem : groundEnergy H ∈ levels H := (isClosed_levels H).csInf_mem ⟨_, hm⟩ hB
  have hle : groundEnergy H ≤ -x := csInf_le hB hm
  exact ⟨⟨hmem, fun E hE => csInf_le hB hE⟩, by linarith, hbd _ hmem⟩

/-- For `x > 0`, `-x` is a triplet level exactly when `x (x + Δ) = 2t²`. -/
theorem triplet_secular (Δ t : ℝ) {x : ℝ} (hx : 0 < x) :
    -x ∈ levels (triplet Δ t) ↔ x * (x + Δ) = 2 * t ^ 2 := by
  have hs : √2 ^ 2 = (2 : ℝ) := Real.sq_sqrt (by norm_num)
  have act : ∀ v : Fin 2 → ℝ,
      triplet Δ t *ᵥ v = ![√2 * t * v 1, √2 * t * v 0 + Δ * v 1] := by
    intro v
    ext i
    fin_cases i <;> simp [triplet, Matrix.mulVec, dotProduct, Fin.sum_univ_two]
  constructor
  · rintro ⟨v, hv, h⟩
    rw [act] at h
    have e0 : √2 * t * v 1 = -x * v 0 := congrFun h 0
    have e1 : √2 * t * v 0 + Δ * v 1 = -x * v 1 := congrFun h 1
    have hv1 : v 1 ≠ 0 := by
      intro h1
      have h0 : v 0 = 0 := by
        rw [h1] at e0
        exact (mul_eq_zero.1 (by linarith : x * v 0 = 0)).resolve_left hx.ne'
      exact hv (by ext i; fin_cases i; exacts [h0, h1])
    apply mul_left_cancel₀ hv1
    linear_combination x * e1 - √2 * t * e0 + t ^ 2 * v 1 * hs
  · intro hE
    obtain ⟨a, ha⟩ : ∃ a, a * x = √2 * t := ⟨_, div_mul_cancel₀ _ hx.ne'⟩
    refine ⟨![-a, 1], fun h => one_ne_zero (congrFun h 1), ?_⟩
    rw [act]
    ext i
    fin_cases i
    · change √2 * t * 1 = -x * -a
      linarith
    · change √2 * t * -a + Δ * 1 = -x * 1
      apply mul_left_cancel₀ hx.ne'
      linear_combination hE - √2 * t * ha - t ^ 2 * hs

/-- For `x, Ud, 2Δ + Up > 0`, `-x` is a singlet level exactly when `x` solves the triplet equation
with an added term from the two doubly occupied configurations. -/
theorem singlet_secular {Δ Ud Up : ℝ} (t : ℝ) (hU : 0 < Ud) (hW : 0 < 2 * Δ + Up)
    {x : ℝ} (hx : 0 < x) :
    -x ∈ levels (singlet Δ Ud Up t) ↔ x * (x + Δ) =
      2 * t ^ 2 + t ^ 2 * (2 * x / (x + Ud) + 4 * x / (x + (2 * Δ + Up))) := by
  have hs : √2 ^ 2 = (2 : ℝ) := Real.sq_sqrt (by norm_num)
  have hxU : x + Ud ≠ 0 := (add_pos hx hU).ne'
  have hxW : x + (2 * Δ + Up) ≠ 0 := (add_pos hx hW).ne'
  have act : ∀ v : Fin 4 → ℝ, singlet Δ Ud Up t *ᵥ v =
      ![√2 * t * v 1, √2 * t * v 0 + Δ * v 1 + √2 * t * v 2 + 2 * t * v 3,
        √2 * t * v 1 + Ud * v 2, 2 * t * v 1 + (2 * Δ + Up) * v 3] := by
    intro v
    ext i
    fin_cases i <;> simp [singlet, Matrix.mulVec, dotProduct, Fin.sum_univ_four]
  constructor
  · rintro ⟨v, hv, h⟩
    rw [act] at h
    have e0 : √2 * t * v 1 = -x * v 0 := congrFun h 0
    have e1 : √2 * t * v 0 + Δ * v 1 + √2 * t * v 2 + 2 * t * v 3 = -x * v 1 := congrFun h 1
    have e2 : √2 * t * v 1 + Ud * v 2 = -x * v 2 := congrFun h 2
    have e3 : 2 * t * v 1 + (2 * Δ + Up) * v 3 = -x * v 3 := congrFun h 3
    -- eliminate the doubly occupied amplitudes
    have f2 : v 2 = -(√2 * t * v 1) / (x + Ud) := by
      rw [eq_div_iff hxU]; linarith
    have f3 : v 3 = -(2 * t * v 1) / (x + (2 * Δ + Up)) := by
      rw [eq_div_iff hxW]; linarith
    have hv1 : v 1 ≠ 0 := by
      intro h1
      have h0 : v 0 = 0 := by
        rw [h1] at e0
        exact (mul_eq_zero.1 (by linarith : x * v 0 = 0)).resolve_left hx.ne'
      have h2 : v 2 = 0 := by rw [f2, h1]; simp
      have h3 : v 3 = 0 := by rw [f3, h1]; simp
      exact hv (by ext i; fin_cases i; exacts [h0, h1, h2, h3])
    apply mul_left_cancel₀ hv1
    linear_combination x * e1 - √2 * t * e0 - x * √2 * t * f2 - 2 * x * t * f3 +
      (t ^ 2 * v 1 + x * t ^ 2 * v 1 / (x + Ud)) * hs
  · intro hE
    obtain ⟨a, ha⟩ : ∃ a, a * x = √2 * t := ⟨_, div_mul_cancel₀ _ hx.ne'⟩
    have hc : √2 * t / (x + Ud) * (x + Ud) = √2 * t := div_mul_cancel₀ _ hxU
    have hd : 2 * t / (x + (2 * Δ + Up)) * (x + (2 * Δ + Up)) = 2 * t := div_mul_cancel₀ _ hxW
    refine ⟨![-a, 1, -(√2 * t / (x + Ud)), -(2 * t / (x + (2 * Δ + Up)))],
      fun h => one_ne_zero (congrFun h 1), ?_⟩
    rw [act]
    ext i
    fin_cases i
    · change √2 * t * 1 = -x * -a
      linarith
    · change √2 * t * -a + Δ * 1 + √2 * t * -(√2 * t / (x + Ud)) +
        2 * t * -(2 * t / (x + (2 * Δ + Up))) = -x * 1
      apply mul_left_cancel₀ hx.ne'
      linear_combination hE - √2 * t * ha - (t ^ 2 + t ^ 2 * x / (x + Ud)) * hs
    · change √2 * t * 1 + Ud * -(√2 * t / (x + Ud)) = -x * -(√2 * t / (x + Ud))
      linear_combination -hc
    · change 2 * t * 1 + (2 * Δ + Up) * -(2 * t / (x + (2 * Δ + Up))) =
        -x * -(2 * t / (x + (2 * Δ + Up)))
      linear_combination -hd

/-- For `Δ > 0` and `t ≠ 0` the triplet ground energy is an attained lowest level, negative and at
least `-8t²/Δ`. -/
theorem triplet_ground {Δ t : ℝ} (hΔ : 0 < Δ) (ht : t ≠ 0) :
    IsLeast (levels (triplet Δ t)) (groundEnergy (triplet Δ t)) ∧
      groundEnergy (triplet Δ t) < 0 ∧ -(8 * t ^ 2 / Δ) ≤ groundEnergy (triplet Δ t) :=
  ground_of_secular _ hΔ ht (fun _ => 0) continuousOn_const (fun _ _ => le_rfl)
    (fun _ _ => by norm_num) (fun x hx => by rw [triplet_secular Δ t hx, mul_zero, add_zero])

/-- For `Δ, Ud, 2Δ + Up > 0` and `t ≠ 0` the singlet ground energy is an attained lowest level,
negative and at least `-8t²/Δ`. -/
theorem singlet_ground {Δ Ud Up t : ℝ} (hΔ : 0 < Δ) (hU : 0 < Ud) (hW : 0 < 2 * Δ + Up)
    (ht : t ≠ 0) :
    IsLeast (levels (singlet Δ Ud Up t)) (groundEnergy (singlet Δ Ud Up t)) ∧
      groundEnergy (singlet Δ Ud Up t) < 0 ∧
      -(8 * t ^ 2 / Δ) ≤ groundEnergy (singlet Δ Ud Up t) := by
  refine ground_of_secular _ hΔ ht (fun x => 2 * x / (x + Ud) + 4 * x / (x + (2 * Δ + Up)))
    ?_ ?_ ?_ (fun x hx => singlet_secular t hU hW hx)
  · exact ContinuousOn.add
      (ContinuousOn.div (by fun_prop) (by fun_prop)
        fun x hx => (add_pos_of_nonneg_of_pos (Set.mem_Ici.1 hx) hU).ne')
      (ContinuousOn.div (by fun_prop) (by fun_prop)
        fun x hx => (add_pos_of_nonneg_of_pos (Set.mem_Ici.1 hx) hW).ne')
  · intro x hx
    exact add_nonneg (div_nonneg (by linarith) (by linarith))
      (div_nonneg (by linarith) (by linarith))
  · intro x hx
    have a : 2 * x / (x + Ud) ≤ 2 := by
      rw [div_le_iff₀ (by linarith)]; linarith
    have b : 4 * x / (x + (2 * Δ + Up)) ≤ 4 := by
      rw [div_le_iff₀ (by linarith)]; linarith
    change 2 * x / (x + Ud) + 4 * x / (x + (2 * Δ + Up)) ≤ 6
    linarith

/-- For `Δ, Ud, 2Δ + Up > 0` and `t ≠ 0`, the singlet-triplet splitting is exactly `t⁴` times the
exchange kernel at the two binding energies. -/
theorem splitting_exact {Δ Ud Up t : ℝ} (hΔ : 0 < Δ) (hU : 0 < Ud) (hW : 0 < 2 * Δ + Up)
    (ht : t ≠ 0) :
    groundEnergy (triplet Δ t) - groundEnergy (singlet Δ Ud Up t) =
      t ^ 4 * kernel Δ Ud Up (-groundEnergy (singlet Δ Ud Up t))
        (-groundEnergy (triplet Δ t)) := by
  obtain ⟨⟨mT, -⟩, nT, -⟩ := triplet_ground hΔ ht
  obtain ⟨⟨mS, -⟩, nS, -⟩ := singlet_ground hΔ hU hW ht
  have sy := (triplet_secular Δ t (neg_pos.2 nT)).1 (by rwa [neg_neg])
  have sx := (singlet_secular t hU hW (neg_pos.2 nS)).1 (by rwa [neg_neg])
  clear mT mS
  generalize groundEnergy (triplet Δ t) = T at *
  generalize groundEnergy (singlet Δ Ud Up t) = S at *
  have hD : (-S + Δ) * (-S + -T + Δ) ≠ 0 :=
    (mul_pos (by linarith) (by linarith)).ne'
  rw [kernel, ← mul_div_assoc, eq_div_iff hD]
  -- subtract the two secular equations, then use the singlet one again
  linear_combination (-S + Δ) * (sx - sy) +
    t ^ 2 * (2 / (-S + Ud) + 4 / (-S + (2 * Δ + Up))) * sx

/-- For `Δ, Ud, 2Δ + Up > 0` the lowest singlet lies strictly below the lowest triplet at every
nonzero hopping. -/
theorem singlet_lt_triplet {Δ Ud Up t : ℝ} (hΔ : 0 < Δ) (hU : 0 < Ud) (hW : 0 < 2 * Δ + Up)
    (ht : t ≠ 0) :
    groundEnergy (singlet Δ Ud Up t) < groundEnergy (triplet Δ t) := by
  have h := splitting_exact hΔ hU hW ht
  have nT := (triplet_ground hΔ ht).2.1
  have nS := (singlet_ground hΔ hU hW ht).2.1
  have hK : ∀ x y : ℝ, 0 < x → 0 < y → 0 < kernel Δ Ud Up x y := by
    intro x y hx hy
    have a : 0 < x + Ud := by linarith
    have b : 0 < x + (2 * Δ + Up) := by linarith
    unfold kernel
    generalize x + (2 * Δ + Up) = w at *
    positivity
  have h4 : 0 < t ^ 4 := by positivity
  have := mul_pos h4 (hK _ _ (neg_pos.2 nS) (neg_pos.2 nT))
  linarith

/-- Superexchange through oxygen: for `Δ, Ud, 2Δ + Up > 0` the singlet-triplet splitting divided
by `t⁴` tends to `(4/Δ²) (1/Ud + 2/(2Δ + Up))` as the hopping `t ≠ 0` tends to zero. -/
theorem superexchange_limit {Δ Ud Up : ℝ} (hΔ : 0 < Δ) (hU : 0 < Ud) (hW : 0 < 2 * Δ + Up) :
    Tendsto (fun t : ℝ =>
        (groundEnergy (triplet Δ t) - groundEnergy (singlet Δ Ud Up t)) / t ^ 4)
      (𝓝[≠] 0) (𝓝 (4 / Δ ^ 2 * (1 / Ud + 2 / (2 * Δ + Up)))) := by
  -- both binding energies vanish with the hopping
  have lim : ∀ G : ℝ → ℝ, (∀ t, t ≠ 0 → G t < 0 ∧ -(8 * t ^ 2 / Δ) ≤ G t) →
      Tendsto (fun t => -G t) (𝓝[≠] 0) (𝓝 0) := by
    intro G hG
    have hc : Continuous (fun t : ℝ => 8 * t ^ 2 / Δ) := by fun_prop
    have hl : Tendsto (fun t : ℝ => 8 * t ^ 2 / Δ) (𝓝[≠] 0) (𝓝 0) :=
      (hc.tendsto' 0 0 (by simp)).mono_left nhdsWithin_le_nhds
    refine tendsto_of_tendsto_of_tendsto_of_le_of_le' tendsto_const_nhds hl ?_ ?_
    · filter_upwards [self_mem_nhdsWithin] with t ht
      linarith [(hG t ht).1]
    · filter_upwards [self_mem_nhdsWithin] with t ht
      linarith [(hG t ht).2]
  have hx := lim (fun t => groundEnergy (singlet Δ Ud Up t))
    fun t ht => (singlet_ground hΔ hU hW ht).2
  have hy := lim (fun t => groundEnergy (triplet Δ t)) fun t ht => (triplet_ground hΔ ht).2
  have nΔ := hΔ.ne'
  have nU := hU.ne'
  have nW := hW.ne'
  -- the kernel is continuous at zero binding energy
  have hF : ContinuousAt (fun p : ℝ × ℝ => kernel Δ Ud Up p.1 p.2) (0, 0) := by
    unfold kernel
    fun_prop (disch := simp [nΔ, nU, nW])
  have hval : kernel Δ Ud Up 0 0 = 4 / Δ ^ 2 * (1 / Ud + 2 / (2 * Δ + Up)) := by
    simp only [kernel, zero_add, mul_zero, zero_div, add_zero]
    ring
  rw [← hval]
  refine (hF.tendsto.comp (hx.prodMk_nhds hy)).congr' ?_
  filter_upwards [self_mem_nhdsWithin] with t ht
  have h4 : t ^ 4 ≠ 0 := pow_ne_zero 4 ht
  rw [splitting_exact hΔ hU hW ht, mul_div_cancel_left₀ _ h4]
  rfl

end

end CuprateSuperexchange
```

```lean
#print axioms CuprateSuperexchange.singlet_lt_triplet
-- 'CuprateSuperexchange.singlet_lt_triplet' depends on axioms: [propext, Classical.choice, Quot.sound]
#print axioms CuprateSuperexchange.superexchange_limit
-- 'CuprateSuperexchange.superexchange_limit' depends on axioms: [propext, Classical.choice, Quot.sound]
```

## From secular equations to the limit

`isClosed_levels` writes the levels as zeros of the continuous function \(\det(H-E)\). `ground_of_secular` treats both spin channels at once: it derives the bound \(-8t^2/\Delta\), finds a negative level with `intermediate_value_Icc`, and uses closedness to show that the infimum is a level.

`triplet_secular` and `singlet_secular` carry out the elimination. In each, `act` writes out the matrix product, and `linear_combination` combines the component equations. The converse supplies an eigenvector with \(v_1=1\), which is not normalised. For the triplet level \(-y\), normalisation gives the oxygen state the weight \(y/(2y+\Delta)\).

In `splitting_exact`, the final `linear_combination` multiplies the difference of the secular equations by \(x+\Delta\), then uses the singlet equation again, as in the derivation. `singlet_lt_triplet` follows from the positivity of `kernel`.

For `superexchange_limit`, the bounds squeeze both binding energies to zero. Continuity of `kernel` at the origin then gives the limit, `hval` evaluates it, and `splitting_exact` identifies `kernel` with the splitting divided by \(t^4\).
